# The One-Particle Density Matrix Does Not Determine the Pair Density Matrix

Two electrons share two sites, each site has a spin-up and a spin-down orbital, and each of the four orbitals is half occupied. Does the one-particle density matrix tell how often both electrons sit on the same site?

```lean
import Mathlib

open Matrix

namespace OneMatrixDoesNotFixPairMatrix

noncomputable section

/-- A two-electron state: an antisymmetric coefficient matrix of unit Frobenius norm. -/
def IsPairState {n : Type*} [Fintype n] (C : Matrix n n ℂ) : Prop :=
  Cᵀ = -C ∧ trace (C * Cᴴ) = 1

/-- The two-particle density matrix `D(pq,rs) = 2 C_pq C_rs*`. -/
def pairDM {n : Type*} (C : Matrix n n ℂ) (p q r s : n) : ℂ :=
  2 * (C p q * star (C r s))

/-- The one-particle density matrix `g = 2 C Cᴴ`. -/
def oneDM {n : Type*} [Fintype n] (C : Matrix n n ℂ) : Matrix n n ℂ :=
  (2 : ℂ) • (C * Cᴴ)

/-- The normalised Slater determinant `[pq]` of two of the four orbitals. -/
def slater (p q : Fin 4) : Matrix (Fin 4) (Fin 4) ℂ :=
  ((√2 : ℝ) : ℂ)⁻¹ • (Matrix.single p q 1 - Matrix.single q p 1)

/-- The state `([01] + [23]) / √2`, with orbitals numbered from zero. -/
def stateA : Matrix (Fin 4) (Fin 4) ℂ :=
  ((√2 : ℝ) : ℂ)⁻¹ • (slater 0 1 + slater 2 3)

/-- The state `([02] + [13]) / √2`, with orbitals numbered from zero. -/
def stateB : Matrix (Fin 4) (Fin 4) ℂ :=
  ((√2 : ℝ) : ℂ)⁻¹ • (slater 0 2 + slater 1 3)

/-- The coefficient matrix with amplitude `x` on the pairs 01, 23 and `y` on the pairs 02, 13. -/
def twoPairs (x y : ℂ) : Matrix (Fin 4) (Fin 4) ℂ :=
  !![0, x, y, 0; -x, 0, 0, y; -y, 0, 0, x; 0, -y, -x, 0]

/-- Contracting the pair density matrix over the second electron gives the one-particle
density matrix. -/
theorem oneDM_eq_contraction {n : Type*} [Fintype n] (C : Matrix n n ℂ) (p r : n) :
    oneDM C p r = ∑ q, pairDM C p q r q := by
  simp only [oneDM, pairDM, Matrix.smul_apply, Matrix.mul_apply,
    Matrix.conjTranspose_apply, smul_eq_mul, Finset.mul_sum]

/-- The two states written out as coefficient matrices. -/
theorem states_eq : stateA = twoPairs (1 / 2) 0 ∧ stateB = twoPairs 0 (1 / 2) := by
  have h : ((√2 : ℝ) : ℂ)⁻¹ * ((√2 : ℝ) : ℂ)⁻¹ = 1 / 2 := by
    rw [← mul_inv, ← Complex.ofReal_mul, Real.mul_self_sqrt (by norm_num)]
    norm_num
  constructor
  · rw [stateA, slater, slater, ← smul_add, smul_smul, h]
    ext i j
    fin_cases i <;> fin_cases j <;> simp [twoPairs, Matrix.single]
  · rw [stateB, slater, slater, ← smul_add, smul_smul, h]
    ext i j
    fin_cases i <;> fin_cases j <;> simp [twoPairs, Matrix.single]

/-- If `|x|² + |y|² = 1/4` and `x y*` is purely imaginary, the amplitudes `x`, `y` define a
two-electron state whose one-particle density matrix `g` is half the identity matrix. -/
theorem twoPairs_half_filled {x y : ℂ} (h1 : x * star x + y * star y = 1 / 4)
    (h2 : x * star y + y * star x = 0) :
    IsPairState (twoPairs x y) ∧ oneDM (twoPairs x y) = (1 / 2 : ℂ) • 1 := by
  have hH : (twoPairs x y)ᴴ = !![0, -star x, -star y, 0; star x, 0, 0, -star y;
      star y, 0, 0, -star x; 0, star y, star x, 0] := by
    ext i j
    fin_cases i <;> fin_cases j <;> simp [twoPairs]
  -- the rows of the coefficient matrix are orthogonal and of equal length
  have hM : twoPairs x y * (twoPairs x y)ᴴ = (1 / 4 : ℂ) • 1 := by
    rw [hH]
    generalize star x = x' at *
    generalize star y = y' at *
    ext i j
    fin_cases i <;> fin_cases j <;>
      simp [twoPairs, Matrix.mul_apply, Fin.sum_univ_four] <;>
      first
        | linear_combination h1
        | linear_combination h2
        | linear_combination -h2
  refine ⟨⟨?_, ?_⟩, ?_⟩
  · ext i j
    fin_cases i <;> fin_cases j <;> simp [twoPairs]
  · rw [hM, Matrix.trace_smul, Matrix.trace_one]
    norm_num
  · rw [oneDM, hM, smul_smul]
    norm_num

/-- The states `([01] + [23])/√2` and `([02] + [13])/√2` both have `g = 1/2`, while
`D(01,01)` is `1/2` in the first and `0` in the second. -/
theorem same_oneDM_different_pairDM :
    (IsPairState stateA ∧ oneDM stateA = (1 / 2 : ℂ) • 1 ∧ pairDM stateA 0 1 0 1 = 1 / 2) ∧
    (IsPairState stateB ∧ oneDM stateB = (1 / 2 : ℂ) • 1 ∧ pairDM stateB 0 1 0 1 = 0) := by
  have hs : star (1 / 2 : ℂ) = 1 / 2 := by
    apply Complex.ext <;> simp
  rw [states_eq.1, states_eq.2]
  have hA := twoPairs_half_filled (x := 1 / 2) (y := 0)
    (by rw [hs, star_zero]; norm_num) (by rw [star_zero]; ring)
  have hB := twoPairs_half_filled (x := 0) (y := 1 / 2)
    (by rw [hs, star_zero]; norm_num) (by rw [star_zero]; ring)
  refine ⟨⟨hA.1, hA.2, ?_⟩, ⟨hB.1, hB.2, ?_⟩⟩
  · change 2 * ((1 / 2 : ℂ) * star (1 / 2 : ℂ)) = 1 / 2
    rw [hs]
    norm_num
  · change 2 * ((0 : ℂ) * star (0 : ℂ)) = 0
    rw [zero_mul, mul_zero]

/-- No map `F` recovers the pair density matrix of every two-electron state on four orbitals
from its one-particle density matrix. -/
theorem no_reconstruction :
    ¬ ∃ F : Matrix (Fin 4) (Fin 4) ℂ → Fin 4 → Fin 4 → Fin 4 → Fin 4 → ℂ,
      ∀ C, IsPairState C → pairDM C = F (oneDM C) := by
  rintro ⟨F, hF⟩
  obtain ⟨⟨hA, gA, dA⟩, ⟨hB, gB, dB⟩⟩ := same_oneDM_different_pairDM
  have h : pairDM stateA = pairDM stateB := by
    rw [hF _ hA, hF _ hB, gA, gB]
  rw [h, dB] at dA
  norm_num at dA

/-- Among two-electron states on four orbitals with `g = 1/2`, the pair occupation `D(01,01)`
takes exactly the values between `0` and `1/2`. -/
theorem pair_occupation_range (d : ℝ) :
    (∃ C : Matrix (Fin 4) (Fin 4) ℂ, IsPairState C ∧ oneDM C = (1 / 2 : ℂ) • 1 ∧
      pairDM C 0 1 0 1 = d) ↔ 0 ≤ d ∧ d ≤ 1 / 2 := by
  constructor
  · rintro ⟨C, -, hg, hd⟩
    have f : ∀ q, pairDM C 0 q 0 q = ((2 * Complex.normSq (C 0 q) : ℝ) : ℂ) := by
      intro q
      have h : C 0 q * star (C 0 q) = (Complex.normSq (C 0 q) : ℂ) := Complex.mul_conj _
      rw [pairDM, h]
      push_cast
      ring
    -- D(01,01) is one of the nonnegative terms that add up to g(0,0) = 1/2
    have e : oneDM C 0 0 = ((1 / 2 : ℝ) : ℂ) := by
      rw [hg]
      simp
    rw [oneDM_eq_contraction, Fin.sum_univ_four, f, f, f, f] at e
    rw [f] at hd
    have e' := congrArg Complex.re e
    have hd' := congrArg Complex.re hd
    simp only [Complex.add_re, Complex.ofReal_re] at e' hd'
    have n0 := Complex.normSq_nonneg (C 0 0)
    have n1 := Complex.normSq_nonneg (C 0 1)
    have n2 := Complex.normSq_nonneg (C 0 2)
    have n3 := Complex.normSq_nonneg (C 0 3)
    constructor <;> linarith
  · rintro ⟨h0, h1⟩
    -- superpose the two states with relative phase i
    obtain ⟨a, ha⟩ : ∃ a : ℝ, a * a = d / 2 :=
      ⟨√(d / 2), Real.mul_self_sqrt (by linarith)⟩
    obtain ⟨b, hb⟩ : ∃ b : ℝ, b * b = 1 / 4 - d / 2 :=
      ⟨√(1 / 4 - d / 2), Real.mul_self_sqrt (by linarith)⟩
    have ha' : (a : ℂ) * a = d / 2 := by exact_mod_cast congrArg Complex.ofReal ha
    have hb' : (b : ℂ) * b = 1 / 4 - d / 2 := by
      have h := congrArg Complex.ofReal hb
      push_cast at h
      exact h
    have sa : star (a : ℂ) = a := Complex.conj_ofReal a
    have sb : star ((b : ℂ) * Complex.I) = -(b * Complex.I) := by
      apply Complex.ext <;> simp
    have h := twoPairs_half_filled (x := a) (y := b * Complex.I)
      (by rw [sa, sb]; linear_combination ha' + hb' - (b : ℂ) * b * Complex.I_mul_I)
      (by rw [sa, sb]; ring)
    refine ⟨_, h.1, h.2, ?_⟩
    change 2 * ((a : ℂ) * star (a : ℂ)) = d
    rw [sa]
    linear_combination 2 * ha'

/-- On three orbitals, two antisymmetric coefficient matrices with the same one-particle
density matrix have the same pair density matrix. -/
theorem three_orbitals_determined {C C' : Matrix (Fin 3) (Fin 3) ℂ}
    (hC : Cᵀ = -C) (hC' : C'ᵀ = -C') (hg : oneDM C = oneDM C') :
    pairDM C = pairDM C' := by
  have anti : ∀ M : Matrix (Fin 3) (Fin 3) ℂ, Mᵀ = -M →
      M 0 0 = 0 ∧ M 1 1 = 0 ∧ M 2 2 = 0 ∧
      M 1 0 = -M 0 1 ∧ M 2 0 = -M 0 2 ∧ M 2 1 = -M 1 2 := by
    intro M hM
    have h : ∀ p q, M q p = -M p q := fun p q => congrFun (congrFun hM p) q
    exact ⟨by linear_combination (1 / 2 : ℂ) * h 0 0, by linear_combination (1 / 2 : ℂ) * h 1 1,
      by linear_combination (1 / 2 : ℂ) * h 2 2, h 0 1, h 0 2, h 1 2⟩
  obtain ⟨a0, a1, a2, a3, a4, a5⟩ := anti C hC
  obtain ⟨b0, b1, b2, b3, b4, b5⟩ := anti C' hC'
  have g : ∀ p r, ∑ q, pairDM C p q r q = ∑ q, pairDM C' p q r q := by
    intro p r
    rw [← oneDM_eq_contraction, ← oneDM_eq_contraction, hg]
  have g00 := g 0 0
  have g11 := g 1 1
  have g22 := g 2 2
  have g01 := g 0 1
  have g02 := g 0 2
  have g12 := g 1 2
  have g10 := g 1 0
  have g20 := g 2 0
  have g21 := g 2 1
  simp only [pairDM, Fin.sum_univ_three, a0, a1, a2, a3, a4, a5, b0, b1, b2, b3, b4, b5,
    star_neg, star_zero, mul_zero, zero_mul] at g00 g11 g22 g01 g02 g12 g10 g20 g21
  -- the diagonal of g fixes the squared moduli, the rest fixes the relative phases
  have p1 : C 0 1 * star (C 0 1) = C' 0 1 * star (C' 0 1) := by
    linear_combination (g00 + g11 - g22) / 4
  have p2 : C 0 2 * star (C 0 2) = C' 0 2 * star (C' 0 2) := by
    linear_combination (g00 + g22 - g11) / 4
  have p3 : C 1 2 * star (C 1 2) = C' 1 2 * star (C' 1 2) := by
    linear_combination (g11 + g22 - g00) / 4
  have p4 : C 0 2 * star (C 1 2) = C' 0 2 * star (C' 1 2) := by linear_combination g01 / 2
  have p5 : C 0 1 * star (C 1 2) = C' 0 1 * star (C' 1 2) := by linear_combination -g02 / 2
  have p6 : C 0 1 * star (C 0 2) = C' 0 1 * star (C' 0 2) := by linear_combination g12 / 2
  have p7 : C 1 2 * star (C 0 2) = C' 1 2 * star (C' 0 2) := by linear_combination g10 / 2
  have p8 : C 1 2 * star (C 0 1) = C' 1 2 * star (C' 0 1) := by linear_combination -g20 / 2
  have p9 : C 0 2 * star (C 0 1) = C' 0 2 * star (C' 0 1) := by linear_combination g21 / 2
  have t : ∀ i : Fin 3, i = 0 ∨ i = 1 ∨ i = 2 := by decide
  funext p q r s
  rcases t p with rfl | rfl | rfl <;> rcases t q with rfl | rfl | rfl <;>
    rcases t r with rfl | rfl | rfl <;> rcases t s with rfl | rfl | rfl <;>
    simp only [pairDM, a0, a1, a2, a3, a4, a5, b0, b1, b2, b3, b4, b5, star_neg, star_zero,
      mul_zero, zero_mul, mul_neg, neg_mul, neg_neg, p1, p2, p3, p4, p5, p6, p7, p8, p9]

end

end OneMatrixDoesNotFixPairMatrix
```

```lean
#print axioms OneMatrixDoesNotFixPairMatrix.no_reconstruction
#print axioms OneMatrixDoesNotFixPairMatrix.pair_occupation_range
#print axioms OneMatrixDoesNotFixPairMatrix.three_orbitals_determined
```

```
'OneMatrixDoesNotFixPairMatrix.no_reconstruction' depends on axioms: [propext, Classical.choice, Quot.sound]
'OneMatrixDoesNotFixPairMatrix.pair_occupation_range' depends on axioms: [propext, Classical.choice, Quot.sound]
'OneMatrixDoesNotFixPairMatrix.three_orbitals_determined' depends on axioms: [propext, Classical.choice, Quot.sound]
```

## What the theorems say

The orbitals are numbered from 0, in the code and in the text below.

A two-electron state is given by its coefficients $C_{pq}$ in $\sum_{pq} C_{pq}\,\varphi_p(1)\varphi_q(2)$, where the $\varphi_p$ are orthonormal spin orbitals. `IsPairState C` requires that $C$ be antisymmetric, as for fermions, and that $\operatorname{tr}(CC^\dagger)=1$, which is normalisation. From $C$ the file builds two objects:

- `pairDM C p q r s` is the pair density matrix $D(pq,rs) = 2\,C_{pq}\overline{C_{rs}}$.
- `oneDM C` is the one-particle density matrix $g = 2\,CC^\dagger$.

With these factors $g$ has trace 2, the number of electrons. For $p\neq q$, the element $D(pq,pq)$ is the probability that orbitals $p$ and $q$ are both occupied.

The matrix `slater p q`, for $p\neq q$, is the normalised Slater determinant $[pq]$, with nonzero entries $\pm 1/\sqrt2$. The two states compared are

$$A = \frac{[01]+[23]}{\sqrt2}, \qquad B = \frac{[02]+[13]}{\sqrt2},$$

called `stateA` and `stateB`. The theorem `same_oneDM_different_pairDM` says that both are two-electron states, that both have $g=\tfrac12\mathbb 1$, and that $D(01,01)$ is $\tfrac12$ in $A$ and $0$ in $B$.

`no_reconstruction` draws the consequence: there is no function $F$ with $D=F(g)$ for every two-electron state on four orbitals. $F$ is arbitrary here; it need not be linear or continuous.

`pair_occupation_range` measures the ambiguity. Among the states with $g=\tfrac12\mathbb 1$, the values taken by $D(01,01)$ are exactly the real numbers from $0$ to $\tfrac12$.

`three_orbitals_determined` treats three orbitals, where two antisymmetric matrices with equal $g$ have equal $D$. Normalisation is not needed for this.

## The physics

Let orbitals 0 and 1 be spin up and spin down on the left site, and 2 and 3 the same on the right. In $A$ both electrons are always on one site, left or right with equal probability. In $B$ they are always on different sites, with parallel spins. The one-particle density matrix is the same for both.

For two electrons in these four orbitals, a repulsion $U n_0 n_1$ on the left site has expectation value $U\,D(01,01)$, so knowing that $g=\tfrac12\mathbb 1$ leaves this energy open anywhere between $0$ and $U/2$.

The theorems concern pure states of exactly two electrons, and `no_reconstruction` asks for one $F$ that serves all of them. It does not exclude a reconstruction on a smaller class of states. For single Slater determinants, for instance, $D$ is an antisymmetrised product of elements of $g$.

## The derivation

**Contraction.** Summing over the second electron gives

$$\sum_q D(pq,rq) = 2\sum_q C_{pq}\overline{C_{rq}} = 2\,(CC^\dagger)_{pr} = g_{pr}.$$

**A family containing both states.** Put amplitude $x$ on the pairs 01 and 23, and $y$ on the pairs 02 and 13:

$$C=\begin{pmatrix}0&x&y&0\\-x&0&0&y\\-y&0&0&x\\0&-y&-x&0\end{pmatrix}.$$

Each determinant in $A$ carries a factor $1/\sqrt2$ from the superposition and another from its own normalisation. Hence $A$ is the case $x=\tfrac12$, $y=0$, and $B$ is the case $x=0$, $y=\tfrac12$.

Every row of $C$ has squared length $|x|^2+|y|^2$. Rows 0 and 3 have inner product $-(x\bar y+y\bar x)$, rows 1 and 2 have $x\bar y+y\bar x$, and all other pairs of rows are orthogonal. If

$$|x|^2+|y|^2=\tfrac14,\qquad x\bar y+y\bar x=0,$$

then $CC^\dagger=\tfrac14\mathbb 1$. Its trace is 1, so the state is normalised, and $g=\tfrac12\mathbb 1$. Both $A$ and $B$ satisfy the two conditions. Since $D(01,01)=2|x|^2$, it equals $\tfrac12$ for $A$ and $0$ for $B$. A function $F$ would have to return both values from the same $g$, which is impossible.

**The interval.** For any state with $g=\tfrac12\mathbb 1$,

$$\tfrac12=g_{00}=\sum_q 2|C_{0q}|^2 .$$

The terms are nonnegative and $D(01,01)=2|C_{01}|^2$ is one of them, so it lies between $0$ and $\tfrac12$. Conversely, given $d$ in this interval, take

$$x=\sqrt{d/2},\qquad y=i\sqrt{\tfrac14-\tfrac d2}.$$

The squared moduli add up to $\tfrac14$, and $x\bar y$ is purely imaginary, so both conditions hold and $D(01,01)=2x^2=d$. In terms of the normalised states this is $\sqrt{2d}\,A+i\sqrt{1-2d}\,B$. The relative phase $i$ removes the off-diagonal elements of $g$.

**Three orbitals.** Write $a=C_{01}$, $b=C_{02}$, $c=C_{12}$. The diagonal of $g$ is

$$g_{00}=2(|a|^2+|b|^2),\quad g_{11}=2(|a|^2+|c|^2),\quad g_{22}=2(|b|^2+|c|^2),$$

which can be solved for the squared moduli:

$$|a|^2=\frac{g_{00}+g_{11}-g_{22}}4,\quad |b|^2=\frac{g_{00}+g_{22}-g_{11}}4,\quad |c|^2=\frac{g_{11}+g_{22}-g_{00}}4.$$

The off-diagonal elements are single products:

$$g_{01}=2b\bar c,\qquad g_{02}=-2a\bar c,\qquad g_{12}=2a\bar b.$$

Together with their conjugates, these give every product of one coefficient with the conjugate of another. Each element of $D$ is zero or $\pm2$ times such a product or a squared modulus, so $g$ fixes $D$. With two orbitals only $a$ remains and $D$ depends on $|a|^2$ alone, which makes four orbitals the smallest case of the failure.

## How the Lean proof follows it

`oneDM_eq_contraction` is the contraction, and `states_eq` identifies $A$ and $B$ within the family `twoPairs x y`. In `twoPairs_half_filled`, the step `hM` computes $CC^\dagger$ entry by entry. The diagonal entries follow from `h1`, the condition on the lengths, and the nonzero inner products are removed by `h2`. `same_oneDM_different_pairDM` applies this lemma twice and evaluates one element of $D$ for each state. `no_reconstruction` then derives equal pair matrices from the supposed $F$ and contradicts the values $\tfrac12$ and $0$.

In the first half of `pair_occupation_range`, `f` writes each $D(0q,0q)$ as twice a squared modulus. After real parts are taken, `linarith` obtains both bounds from the sum and the nonnegativity of its terms. The second half takes the square roots `a` and `b` and applies `twoPairs_half_filled` with $y=ib$.

In `three_orbitals_determined`, the equations `p1` to `p3` compare the squared moduli of the two matrices. Their `linear_combination` coefficients are those of the solved system above. `p4` to `p9` compare the mixed products, and a case split over the four indices reduces every element of $D$ to one of these nine equations or to zero.

## A technique worth reusing

Once the conjugate transpose has been written out, `twoPairs_half_filled` runs `generalize star x = x' at *`, and the same for `y`. This replaces each conjugate by a new, independent variable, in the hypotheses as well as in the goal. What remains is polynomial algebra in four variables: `simp` can no longer rewrite the conjugates into another form, and `linear_combination` closes the entries that need `h1` or `h2`. The method suits identities that follow from the given relations alone. It forgets that `x'` is the conjugate of `x`, so any step that uses this link has to come first, as `hH` does here.
